# Three real states with discrete Berry phase $\pi$

## Question

Take states $u_0,\dots,u_{N-1}$ in a complex inner product space, arranged on a closed loop. Call $\langle u_j|u_{(j+1)\bmod N}\rangle$ the $j$-th link and the product $B$ of the $N$ links the Bargmann invariant; the discrete Berry phase is read from $\arg B$. A gauge change is $u_j\to g_j u_j$ with $|g_j|=1$.

One might expect that states with real components always have trivial phase, so that some gauge makes every link a positive real. My claim is that $u_j=(\cos(j\pi/3),\sin(j\pi/3))$, $j=0,1,2$, refutes this: the links are $\tfrac12,\tfrac12,-\tfrac12$, their product is $-\tfrac18$, and no choice of unit complex phases makes all three positive. How can this be stated and proved in Lean 4 with Mathlib?

## Answer

The claim follows from a general criterion: a gauge with all links positive exists exactly when $B$ is a positive real. Everything concerns finite loops of given vectors; the Berry phase of adiabatic evolution, with its Hamiltonian and continuum limit, is not treated. For a single non-degenerate state sampled on a finite loop of parameter values that returns to its starting point, such as nuclear geometries or $k$-points on a closed curve, the argument of $B$, when $B\neq0$, is up to a sign convention the discrete Berry phase. For $k$-points the $u_j$ are the cell-periodic parts of the Bloch functions, since full Bloch functions at different $k$ in the Brillouin zone are orthogonal. A path of $k$-points that closes only up to a reciprocal lattice vector $G$ has an extra factor $e^{-iG\cdot r}$ in the closing link of the cell-periodic functions and is not modelled here. The example shows in two dimensions that real components allow the value $\pi$.

### Modelling choices

States are a sequence `u : ℕ → E`, with `E` any complex inner product space. A loop of length $N$ uses only the first $N$ entries. Mathlib's `inner ℂ` is conjugate-linear in its first argument, so `inner ℂ (u j) (u k)` is the bra-ket $\langle u_j|u_k\rangle$. The definitions are as follows.

- `link u N j` is $\langle u_j|u_{(j+1)\bmod N}\rangle$, and `bargmann u N` is $B$.
- `chainProduct u m` is the open-path product $c_m=\prod_{j<m}\langle u_j|u_{j+1}\rangle$, with $c_0=1$.
- `regauge g u` is the sequence $g_ju_j$; the condition $|g_j|=1$ is imposed separately as a hypothesis.
- `IsPosReal z` says $z=r$ for a real $r>0$, so a zero link does not count as positive.
- `HasPositiveGauge u N` says that there are $g_j$, of unit modulus for $j<N$, that make all $N$ links positive reals. The phases are complex, not merely signs.
- `realState v` is the vector of $\mathbb C^\iota$, $\iota$ finite, with real components $v_a$. Reality refers to this fixed basis.
- `planeState θ` is $(\cos\theta,\sin\theta)$, and `halfTurn N j` is the plane state at angle $j\pi/N$.

The general theorems do not assume normalized states. The phase appears as `Complex.arg`, with values in $(-\pi,\pi]$; the opposite convention $-\arg B$ gives the same value $\pi$ modulo $2\pi$.

### Derivation by hand

Write $N=n+1$.

1. For $j<n$ we have $(j+1)\bmod N=j+1$, and for $j=n$ the index wraps to $0$. Hence $B=c_n\langle u_n|u_0\rangle$.

2. A gauge change gives $\langle g_ju_j|g_ku_k\rangle=\bar g_jg_k\langle u_j|u_k\rangle$. By induction $c_m'=\bar g_0g_mc_m$: for $m=0$ this reads $1=\bar g_0g_0$, and
$$c'_{m+1}=\bar g_0g_mc_m\cdot\bar g_mg_{m+1}\langle u_m|u_{m+1}\rangle=\bar g_0g_{m+1}c_{m+1}$$
because $g_m\bar g_m=1$. Closing the loop,
$$B'=\bar g_0g_nc_n\cdot\bar g_ng_0\langle u_n|u_0\rangle=B .$$

3. If some gauge makes all links positive, then $B'$ is a product of positive reals, and $B=B'>0$. Conversely let $B=r>0$. By step 1, $c_n\neq0$, so every factor of $c_n$ is nonzero and $c_j\ne0$ for $j\le n$. Put $g_j=\bar c_j/|c_j|$, which has modulus one. For $j<n$, using $c_{j+1}=c_j\langle u_j|u_{j+1}\rangle$,
$$\bar g_jg_{j+1}\langle u_j|u_{j+1}\rangle=\frac{c_j\langle u_j|u_{j+1}\rangle\,\bar c_{j+1}}{|c_j||c_{j+1}|}=\frac{|c_{j+1}|^2}{|c_j||c_{j+1}|}>0 .$$
For the closing link $g_0=1$, and $\bar g_n\langle u_n|u_0\rangle=c_n\langle u_n|u_0\rangle/|c_n|=r/|c_n|>0$.

4. For real states each link is the dot product $\sum_a v_{j,a}v_{(j+1)\bmod N,a}$, so $B$ is real and the criterion becomes $B>0$. Reality of the components does not fix the sign.

5. Plane states at angles $a,b$ overlap as $\cos a\cos b+\sin a\sin b=\cos(a-b)$. In the half-turn family the $n$ open links equal $\cos(-\pi/N)=\cos(\pi/N)$. The closing link has angle difference $n\pi/N=\pi-\pi/N$ and equals $-\cos(\pi/N)$. So $B=-\cos^N(\pi/N)$. For $N\ge3$ we have $0<\pi/N<\pi/2$, the cosine is positive, $B<0$, $\arg B=\pi$, and step 3 excludes a positive gauge.

6. For $N=3$, $\cos(\pi/3)=\tfrac12$ gives the links $\tfrac12,\tfrac12,-\tfrac12$ and $B=-\tfrac18$. Each state has $\langle u_j|u_j\rangle=\cos0=1$.

### The Lean file

```lean
import Mathlib

open Finset ComplexConjugate
open scoped Real

namespace DiscreteBerryPhase

noncomputable section

variable {E : Type*} [NormedAddCommGroup E] [InnerProductSpace ℂ E]
variable {ι : Type*} [Fintype ι]

/-- The overlap `⟨u_j | u_{(j+1) mod N}⟩` of neighbouring states on a closed loop of `N` states. -/
def link (u : ℕ → E) (N j : ℕ) : ℂ := inner ℂ (u j) (u ((j + 1) % N))

/-- The Bargmann invariant: the product of all `N` cyclic overlaps of the loop. -/
def bargmann (u : ℕ → E) (N : ℕ) : ℂ := ∏ j ∈ range N, link u N j

/-- The product of overlaps along the open path `u_0, u_1, …, u_m`. -/
def chainProduct (u : ℕ → E) (m : ℕ) : ℂ := ∏ j ∈ range m, inner ℂ (u j) (u (j + 1))

/-- The gauge-transformed states `g_j u_j`. -/
def regauge (g : ℕ → ℂ) (u : ℕ → E) (j : ℕ) : E := g j • u j

/-- A complex number that is a strictly positive real. -/
def IsPosReal (z : ℂ) : Prop := ∃ r : ℝ, 0 < r ∧ z = (r : ℂ)

/-- There are unit phases `g_0, …, g_{N-1}` that make every cyclic overlap of the loop a
positive real. -/
def HasPositiveGauge (u : ℕ → E) (N : ℕ) : Prop :=
  ∃ g : ℕ → ℂ, (∀ j < N, ‖g j‖ = 1) ∧ ∀ j < N, IsPosReal (link (regauge g u) N j)

/-- The state whose components are the real numbers `v a`. -/
def realState (v : ι → ℝ) : EuclideanSpace ℂ ι := WithLp.toLp 2 (fun a => (v a : ℂ))

/-- The real two-component state `(cos θ, sin θ)`. -/
def planeState (θ : ℝ) : EuclideanSpace ℂ (Fin 2) := realState ![Real.cos θ, Real.sin θ]

/-- The states `u_j = (cos (jπ/N), sin (jπ/N))`. -/
def halfTurn (N j : ℕ) : EuclideanSpace ℂ (Fin 2) := planeState ((j : ℝ) * π / (N : ℝ))

/-- A phase factor of modulus one times its conjugate is one. -/
theorem mul_conj_of_unit {z : ℂ} (h : ‖z‖ = 1) : z * conj z = 1 := by
  rw [Complex.mul_conj, Complex.normSq_eq_norm_sq, h]
  norm_num

/-- A gauge change multiplies the overlap `⟨u_j | u_k⟩` by `conj (g_j) g_k`. -/
theorem inner_regauge (g : ℕ → ℂ) (u : ℕ → E) (j k : ℕ) :
    inner ℂ (regauge g u j) (regauge g u k) = conj (g j) * g k * inner ℂ (u j) (u k) := by
  simp only [regauge, inner_smul_left, inner_smul_right]
  ring

/-- The loop product is the open-path product times the closing overlap `⟨u_n | u_0⟩`. -/
theorem bargmann_succ (u : ℕ → E) (n : ℕ) :
    bargmann u (n + 1) = chainProduct u n * inner ℂ (u n) (u 0) := by
  have h1 : ∏ j ∈ range n, link u (n + 1) j = chainProduct u n := by
    unfold chainProduct
    refine Finset.prod_congr rfl fun j hj => ?_
    have hm : (j + 1) % (n + 1) = j + 1 :=
      Nat.mod_eq_of_lt (by have := Finset.mem_range.1 hj; omega)
    simp only [link, hm]
  have h2 : link u (n + 1) n = inner ℂ (u n) (u 0) := by
    simp only [link, Nat.mod_self]
  unfold bargmann
  rw [Finset.prod_range_succ, h1, h2]

/-- Under unit phases the open-path product changes only by the end-point factor
`conj (g_0) g_m`. -/
theorem chainProduct_regauge (g : ℕ → ℂ) (u : ℕ → E) (m : ℕ) (hg : ∀ j ≤ m, ‖g j‖ = 1) :
    chainProduct (regauge g u) m = conj (g 0) * g m * chainProduct u m := by
  induction m with
  | zero =>
    have h := mul_conj_of_unit (hg 0 le_rfl)
    simp only [chainProduct, Finset.range_zero, Finset.prod_empty]
    linear_combination (-1 : ℂ) * h
  | succ m ih =>
    have h := mul_conj_of_unit (hg m (Nat.le_succ m))
    have ih' := ih (fun j hj => hg j (Nat.le_succ_of_le hj))
    have step : ∀ v : ℕ → E,
        chainProduct v (m + 1) = chainProduct v m * inner ℂ (v m) (v (m + 1)) :=
      fun v => Finset.prod_range_succ _ _
    rw [step (regauge g u), step u, ih', inner_regauge]
    -- the phase of the interior state `u_m` cancels between ket and bra
    linear_combination
      (conj (g 0) * g (m + 1) * chainProduct u m * inner ℂ (u m) (u (m + 1))) * h

/-- The Bargmann invariant of a closed loop is unchanged by unit phases on the states. -/
theorem bargmann_regauge (g : ℕ → ℂ) (u : ℕ → E) (N : ℕ) (hg : ∀ j < N, ‖g j‖ = 1) :
    bargmann (regauge g u) N = bargmann u N := by
  cases N with
  | zero => simp [bargmann]
  | succ n =>
    have h0 := mul_conj_of_unit (hg 0 (by omega))
    have hn := mul_conj_of_unit (hg n (by omega))
    rw [bargmann_succ (regauge g u), bargmann_succ u,
      chainProduct_regauge g u n (fun j hj => hg j (by omega)), inner_regauge]
    -- the closing overlap removes the two end-point phases
    linear_combination
      (chainProduct u n * inner ℂ (u n) (u 0) * g n * conj (g n)) * h0
        + (chainProduct u n * inner ℂ (u n) (u 0)) * hn

/-- Unit phases making all cyclic overlaps positive reals exist exactly when the Bargmann
invariant of the loop is a positive real. -/
theorem hasPositiveGauge_iff (u : ℕ → E) (N : ℕ) :
    HasPositiveGauge u N ↔ IsPosReal (bargmann u N) := by
  constructor
  · -- a product of positive overlaps is positive, and the product is gauge invariant
    rintro ⟨g, hg, hpos⟩
    rw [← bargmann_regauge g u N hg]
    unfold bargmann
    refine Finset.prod_induction _ IsPosReal ?_ ⟨1, one_pos, Complex.ofReal_one.symm⟩
      fun j hj => hpos j (Finset.mem_range.1 hj)
    rintro a b ⟨r, hr, rfl⟩ ⟨s, hs, rfl⟩
    exact ⟨r * s, mul_pos hr hs, (Complex.ofReal_mul r s).symm⟩
  · rintro ⟨r, hr, hB⟩
    cases N with
    | zero =>
      exact ⟨fun _ => 1, fun j hj => absurd hj (Nat.not_lt_zero j),
        fun j hj => absurd hj (Nat.not_lt_zero j)⟩
    | succ n =>
      rw [bargmann_succ] at hB
      have hr' : (r : ℂ) ≠ 0 := by exact_mod_cast hr.ne'
      have hn : chainProduct u n ≠ 0 := fun h => hr' (by rw [← hB, h, zero_mul])
      have hc : ∀ j ≤ n, chainProduct u j ≠ 0 := by
        intro j hj
        unfold chainProduct at hn ⊢
        rw [Finset.prod_ne_zero_iff] at hn ⊢
        intro i hi
        exact hn i (Finset.mem_range.2 (by have := Finset.mem_range.1 hi; omega))
      have hpos : ∀ j ≤ n, 0 < ‖chainProduct u j‖ := fun j hj => norm_pos_iff.2 (hc j hj)
      -- parallel transport: remove the phase accumulated along the path up to `j`
      refine ⟨fun j => conj (chainProduct u j) / ((‖chainProduct u j‖ : ℝ) : ℂ), ?_, ?_⟩
      · intro j hj
        have hne := (hpos j (by omega)).ne'
        show ‖conj (chainProduct u j) / ((‖chainProduct u j‖ : ℝ) : ℂ)‖ = 1
        rw [norm_div, RCLike.norm_conj, Complex.norm_real, norm_norm, div_self hne]
      · intro j hj
        by_cases h : j < n
        · have hm : (j + 1) % (n + 1) = j + 1 := Nat.mod_eq_of_lt (by omega)
          have step : chainProduct u (j + 1)
              = chainProduct u j * inner ℂ (u j) (u (j + 1)) := Finset.prod_range_succ _ _
          refine ⟨Complex.normSq (chainProduct u (j + 1))
              / (‖chainProduct u j‖ * ‖chainProduct u (j + 1)‖),
            div_pos (Complex.normSq_pos.2 (hc (j + 1) (by omega)))
              (mul_pos (hpos j (by omega)) (hpos (j + 1) (by omega))), ?_⟩
          unfold link
          rw [hm, inner_regauge]
          simp only [map_div₀, starRingEnd_self_apply, Complex.conj_ofReal]
          rw [Complex.ofReal_div, Complex.ofReal_mul, ← Complex.mul_conj]
          linear_combination
            (-(conj (chainProduct u (j + 1)))
              / (((‖chainProduct u j‖ : ℝ) : ℂ) * ((‖chainProduct u (j + 1)‖ : ℝ) : ℂ))) * step
        · -- the closing overlap carries the phase of the whole loop
          have hj' : j = n := by omega
          have h0 : chainProduct u 0 = 1 := by simp [chainProduct]
          refine ⟨r / ‖chainProduct u n‖, div_pos hr (hpos n le_rfl), ?_⟩
          unfold link
          rw [hj', Nat.mod_self, inner_regauge]
          simp only [map_div₀, starRingEnd_self_apply, Complex.conj_ofReal, h0, map_one,
            norm_one, Complex.ofReal_one]
          rw [Complex.ofReal_div, ← hB]
          ring

/-- The overlap of two real states is the real dot product of their components. -/
theorem inner_realState (v w : ι → ℝ) :
    inner ℂ (realState v) (realState w) = ((∑ a, v a * w a : ℝ) : ℂ) := by
  rw [PiLp.inner_apply, Complex.ofReal_sum]
  refine Finset.sum_congr rfl fun a _ => ?_
  simp [realState, mul_comm]

/-- For real states the Bargmann invariant is the real product of cyclic dot products, and a
gauge with positive overlaps exists exactly when that product is positive. -/
theorem bargmann_realState (v : ℕ → ι → ℝ) (N : ℕ) :
    bargmann (fun j => realState (v j)) N
        = ((∏ j ∈ range N, ∑ a, v j a * v ((j + 1) % N) a : ℝ) : ℂ) ∧
      (HasPositiveGauge (fun j => realState (v j)) N ↔
        0 < ∏ j ∈ range N, ∑ a, v j a * v ((j + 1) % N) a) := by
  have hB : bargmann (fun j => realState (v j)) N
      = ((∏ j ∈ range N, ∑ a, v j a * v ((j + 1) % N) a : ℝ) : ℂ) := by
    unfold bargmann link
    rw [Complex.ofReal_prod]
    exact Finset.prod_congr rfl fun j _ => inner_realState _ _
  refine ⟨hB, ?_⟩
  rw [hasPositiveGauge_iff, hB]
  constructor
  · rintro ⟨r, hr, h⟩
    have h' := Complex.ofReal_injective h
    rw [h']
    exact hr
  · intro h
    exact ⟨_, h, rfl⟩

/-- Two plane states overlap as the cosine of the angle between them. -/
theorem inner_planeState (a b : ℝ) :
    inner ℂ (planeState a) (planeState b) = ((Real.cos (a - b) : ℝ) : ℂ) := by
  have h : ∑ i, ![Real.cos a, Real.sin a] i * ![Real.cos b, Real.sin b] i
      = Real.cos (a - b) := by
    simp [Fin.sum_univ_two, Real.cos_sub]
  unfold planeState
  rw [inner_realState]
  exact congrArg Complex.ofReal h

/-- For `N > 0` the loop of `N` states `(cos (jπ/N), sin (jπ/N))` has Bargmann invariant
`-(cos (π/N))^N`, with the minus sign outside the power. -/
theorem bargmann_halfTurn (N : ℕ) (hN : 0 < N) :
    bargmann (halfTurn N) N = ((-(Real.cos (π / (N : ℝ))) ^ N : ℝ) : ℂ) := by
  obtain ⟨n, rfl⟩ : ∃ n, N = n + 1 := ⟨N - 1, by omega⟩
  -- neighbouring states are `π/N` apart
  have hstep : ∀ j : ℕ, inner ℂ (halfTurn (n + 1) j) (halfTurn (n + 1) (j + 1))
      = ((Real.cos (π / ((n + 1 : ℕ) : ℝ)) : ℝ) : ℂ) := by
    intro j
    have h : (j : ℝ) * π / ((n + 1 : ℕ) : ℝ) - ((j + 1 : ℕ) : ℝ) * π / ((n + 1 : ℕ) : ℝ)
        = -(π / ((n + 1 : ℕ) : ℝ)) := by
      push_cast
      ring
    unfold halfTurn
    rw [inner_planeState, h, Real.cos_neg]
  -- the last and the first state are `π - π/N` apart
  have hclose : inner ℂ (halfTurn (n + 1) n) (halfTurn (n + 1) 0)
      = ((-Real.cos (π / ((n + 1 : ℕ) : ℝ)) : ℝ) : ℂ) := by
    have hinv : ((n : ℝ) + 1) * ((n : ℝ) + 1)⁻¹ = 1 := mul_inv_cancel₀ (by positivity)
    have h : (n : ℝ) * π / ((n + 1 : ℕ) : ℝ) - ((0 : ℕ) : ℝ) * π / ((n + 1 : ℕ) : ℝ)
        = π - π / ((n + 1 : ℕ) : ℝ) := by
      push_cast
      linear_combination π * hinv
    unfold halfTurn
    rw [inner_planeState, h, Real.cos_pi_sub]
  rw [bargmann_succ, hclose]
  simp only [chainProduct, hstep, Finset.prod_const, Finset.card_range]
  generalize Real.cos (π / ((n + 1 : ℕ) : ℝ)) = c
  push_cast
  ring

/-- For `N ≥ 3` the Bargmann invariant of the real states `(cos (jπ/N), sin (jπ/N))` has
argument `π`, and no unit phases make all cyclic overlaps positive reals. -/
theorem halfTurn_phase_pi (N : ℕ) (hN : 3 ≤ N) :
    (bargmann (halfTurn N) N).arg = π ∧ ¬ HasPositiveGauge (halfTurn N) N := by
  have hN3 : (3 : ℝ) ≤ (N : ℝ) := by exact_mod_cast hN
  have hN0 : (0 : ℝ) < (N : ℝ) := by linarith
  have hq : 0 < π / (N : ℝ) := div_pos Real.pi_pos hN0
  have hlt : π / (N : ℝ) < π / 2 := by
    rw [div_lt_iff₀ hN0]
    nlinarith [Real.pi_pos, mul_nonneg Real.pi_pos.le (sub_nonneg.2 hN3)]
  have hcos : 0 < Real.cos (π / (N : ℝ)) :=
    Real.cos_pos_of_mem_Ioo ⟨by linarith [Real.pi_pos], hlt⟩
  have hneg : -(Real.cos (π / (N : ℝ))) ^ N < 0 := by
    have := pow_pos hcos N
    linarith
  rw [hasPositiveGauge_iff, bargmann_halfTurn N (by omega)]
  refine ⟨Complex.arg_ofReal_of_neg hneg, ?_⟩
  rintro ⟨r, hr, h⟩
  have h' := Complex.ofReal_injective h
  linarith

/-- The normalized real states `(cos (jπ/3), sin (jπ/3))`, `j = 0, 1, 2`, have cyclic overlaps
`1/2, 1/2, -1/2` with product `-1/8`, and no unit phases make all three positive reals. -/
theorem three_real_states_no_positive_gauge :
    (∀ j, inner ℂ (halfTurn 3 j) (halfTurn 3 j) = 1) ∧
      link (halfTurn 3) 3 0 = 1 / 2 ∧ link (halfTurn 3) 3 1 = 1 / 2 ∧
      link (halfTurn 3) 3 2 = -1 / 2 ∧ bargmann (halfTurn 3) 3 = -1 / 8 ∧
      ¬ HasPositiveGauge (halfTurn 3) 3 := by
  have key : ∀ (j k : ℕ) (x : ℝ), (j : ℝ) * π / 3 - (k : ℝ) * π / 3 = x →
      inner ℂ (halfTurn 3 j) (halfTurn 3 k) = ((Real.cos x : ℝ) : ℂ) := by
    intro j k x h
    have h3 : ((3 : ℕ) : ℝ) = 3 := by norm_num
    unfold halfTurn
    rw [inner_planeState, h3, h]
  have h0 : link (halfTurn 3) 3 0 = 1 / 2 :=
    calc link (halfTurn 3) 3 0 = ((Real.cos (-(π / 3)) : ℝ) : ℂ) :=
          key 0 1 (-(π / 3)) (by push_cast; ring)
      _ = 1 / 2 := by rw [Real.cos_neg, Real.cos_pi_div_three]; norm_num
  have h1 : link (halfTurn 3) 3 1 = 1 / 2 :=
    calc link (halfTurn 3) 3 1 = ((Real.cos (-(π / 3)) : ℝ) : ℂ) :=
          key 1 2 (-(π / 3)) (by push_cast; ring)
      _ = 1 / 2 := by rw [Real.cos_neg, Real.cos_pi_div_three]; norm_num
  have h2 : link (halfTurn 3) 3 2 = -1 / 2 :=
    calc link (halfTurn 3) 3 2 = ((Real.cos (π - π / 3) : ℝ) : ℂ) :=
          key 2 0 (π - π / 3) (by push_cast; ring)
      _ = -1 / 2 := by rw [Real.cos_pi_sub, Real.cos_pi_div_three]; norm_num
  have hB : bargmann (halfTurn 3) 3
      = link (halfTurn 3) 3 0 * link (halfTurn 3) 3 1 * link (halfTurn 3) 3 2 := by
    simp [bargmann, Finset.prod_range_succ]
  refine ⟨fun j => ?_, h0, h1, h2, ?_, (halfTurn_phase_pi 3 le_rfl).2⟩
  · rw [key j j 0 (sub_self _)]
    simp
  · rw [hB, h0, h1, h2]
    norm_num

end

end DiscreteBerryPhase
```

```lean
#print axioms DiscreteBerryPhase.bargmann_realState
-- 'DiscreteBerryPhase.bargmann_realState' depends on axioms: [propext, Classical.choice, Quot.sound]
#print axioms DiscreteBerryPhase.three_real_states_no_positive_gauge
-- 'DiscreteBerryPhase.three_real_states_no_positive_gauge' depends on axioms: [propext, Classical.choice, Quot.sound]
```

### The theorems in words

`hasPositiveGauge_iff` holds for any sequence in any `E` and any $N$: a positive gauge exists if and only if $B$ is a positive real. For $N=0$ both sides are true, since $B$ is the empty product $1$. `bargmann_realState` gives $B$ for real states as the product of cyclic dot products, and states that a positive gauge exists exactly when this product is positive. `bargmann_halfTurn` gives $B=-\cos^N(\pi/N)$ for $N>0$; the minus sign stands outside the power. `halfTurn_phase_pi` states $\arg B=\pi$ and the absence of a positive gauge for $N\ge3$. `three_real_states_no_positive_gauge` is the requested claim: normalization, the three links, the product $-\tfrac18$, and `¬ HasPositiveGauge (halfTurn 3) 3`.

### How the proof follows the derivation

Step 1 is `bargmann_succ`: `Finset.prod_range_succ` splits off the last link, `Nat.mod_eq_of_lt` removes the modulus from the others, and `Nat.mod_self` sends the last index to $0$.

Step 2 uses `mul_conj_of_unit` for $z\bar z=1$ and `inner_regauge` for the transformation of one overlap. In `chainProduct_regauge` the inductive step ends with a `linear_combination` that multiplies $g_m\bar g_m=1$ by the remaining factors, which is the cancellation of the interior phase. `bargmann_regauge` does the same with two relations, `h0` for $g_0$ and `hn` for $g_n$.

In step 3 the forward direction rewrites $B$ as $B'$ and applies `Finset.prod_induction` to the property `IsPosReal`, which holds for $1$ and is closed under products. In the reverse direction `hn` and `hc` establish $c_n\neq0$ and $c_j\ne0$, and the gauge $\bar c_j/|c_j|$ is supplied explicitly. The case split on `j < n` separates open links, with the witness $|c_{j+1}|^2/(|c_j||c_{j+1}|)$ written through `Complex.normSq`, from the closing link, with witness `r / ‖chainProduct u n‖`.

Step 4 is `inner_realState` for one overlap, applied factor by factor in `bargmann_realState`; `Complex.ofReal_injective` turns the complex equation $B=r$ into a real one.

In step 5, `inner_planeState` rests on `Real.cos_sub`. In `bargmann_halfTurn`, `hstep` and `hclose` compute the two kinds of link with `Real.cos_neg` and `Real.cos_pi_sub`, and the chain collapses to a power of a constant. `halfTurn_phase_pi` proves $\pi/N<\pi/2$ in `hlt`, obtains the positive cosine and the negative $B$, and concludes with `Complex.arg_ofReal_of_neg` and the criterion.

Step 6 evaluates each link through the helper `key`, which turns an angle difference into a cosine, multiplies the three values, and takes the last clause from `halfTurn_phase_pi 3 le_rfl`.

### Remarks

The bound $N\ge3$ is needed for `halfTurn_phase_pi`. For $N=1$ the formula gives $B=1$ and the single link $\langle u_0|u_0\rangle$ is already positive. For $N=2$ the states are orthogonal and $B=0$: there is still no positive gauge, but the phase is undefined, and Lean's value of `Complex.arg` at zero is $0$. The unit-modulus hypothesis of `bargmann_regauge` cannot simply be dropped: general factors multiply $B$ by $\prod_j|g_j|^2$, so $g_j=2$ for all $j$ multiplies $B$ by $4^N$.

The file contains no Hamiltonian, so the following link to one is a hand calculation and has no Lean counterpart. The real symmetric matrix $H(\theta)=\begin{pmatrix}\cos\theta&\sin\theta\\ \sin\theta&-\cos\theta\end{pmatrix}$ has the eigenvector $(\cos\tfrac\theta2,\sin\tfrac\theta2)$ with eigenvalue $+1$. At $\theta=2\pi j/N$ this is the half-turn family. The matrix returns to itself after $\theta=2\pi$ while the eigenvector changes sign, as in the simplest two-level model of a loop around a conical intersection, and for $N\ge3$ the negative closing link records that sign change. Groups of bands, where links become overlap matrices, are not covered.
